# Matrix elements of the master-equation generator for two tunnel-coupled levels with relaxation

Two levels with detuning `D` and tunnelling matrix element `W` evolve coherently (ħ = 1), while the coherences decay with dephasing time `T` and the second level empties into the first with lifetime `s`. This reading requires `T > 0` and `s > 0`, and also `T ≤ 2s` if every density matrix is to stay positive. The theorem writes out the four entries of the master equation's right-hand side, −i[H, ρ] plus relaxation. This is an algebraic identity for every complex 2×2 matrix `ρ`, and it needs none of these conditions as hypotheses; in Lean it holds even at `T = 0` or `s = 0`, where division by zero gives zero. The proof compares the matrices entry by entry, has `simp` insert the definitions and expand the products, and leaves the remaining arithmetic to `ring`.

This version doesn't compile in Lean 4 with Mathlib:

```lean
import Mathlib

open Matrix ComplexConjugate Filter Topology

namespace GeneratorEntries

noncomputable section

/-- Hamiltonian (with ħ = 1) of two levels detuned by `D` and coupled through a barrier
by the tunnelling matrix element `W`. -/
def hamiltonian (W D : ℝ) : Matrix (Fin 2) (Fin 2) ℂ :=
  !![(D : ℂ) / 2, (W : ℂ); (W : ℂ), -(D : ℂ) / 2]

/-- Relaxation: the coherences decay with dephasing time `T`, and the second level empties
with lifetime `s` into the first one. The domain is `T ≠ 0`, `s ≠ 0`. -/
def relaxation (T s : ℝ) (ρ : Matrix (Fin 2) (Fin 2) ℂ) : Matrix (Fin 2) (Fin 2) ℂ :=
  !![ρ 1 1 / s, -(ρ 0 1 / T); -(ρ 1 0 / T), -(ρ 1 1 / s)]

/-- Right-hand side of the master equation: coherent evolution plus relaxation.
The domain is `T ≠ 0`, `s ≠ 0`. -/
def generator (W D T s : ℝ) (ρ : Matrix (Fin 2) (Fin 2) ℂ) : Matrix (Fin 2) (Fin 2) ℂ :=
  (-Complex.I) • (hamiltonian W D * ρ - ρ * hamiltonian W D) + relaxation T s ρ

/-- The master equation written out for each element of the density matrix. -/
theorem generator_entries (W D T s : ℝ) (ρ : Matrix (Fin 2) (Fin 2) ℂ) :
    generator W D T s ρ =
      !![-Complex.I * (W * (ρ 1 0 - ρ 0 1)) + ρ 1 1 / s,
         -Complex.I * (D * ρ 0 1 + W * (ρ 1 1 - ρ 0 0)) - ρ 0 1 / T;
         -Complex.I * (W * (ρ 0 0 - ρ 1 1) - D * ρ 1 0) - ρ 1 0 / T,
         -Complex.I * (W * (ρ 0 1 - ρ 1 0)) - ρ 1 1 / s] := by
  ext i j
  fin_cases i <;> fin_cases j <;>
    simp [generator, hamiltonian, relaxation, Matrix.mul_apply, Fin.sum_univ_two] <;> ring

end

end GeneratorEntries
```

The error:

```
Try this:
  [apply] ring_nf
  
  The `ring` tactic failed to close the goal. Use `ring_nf` to obtain a normal form.
    
  Note that `ring` works primarily in *commutative* rings. If you have a noncommutative ring, abelian group or module, consider using `noncomm_ring`, `abel` or `module` instead.
Try this:
  [apply] ring_nf
  
  The `ring` tactic failed to close the goal. Use `ring_nf` to obtain a normal form.
    
  Note that `ring` works primarily in *commutative* rings. If you have a noncommutative ring, abelian group or module, consider using `noncomm_ring`, `abel` or `module` instead.
Try this:
  [apply] ring_nf
  
  The `ring` tactic failed to close the goal. Use `ring_nf` to obtain a normal form.
    
  Note that `ring` works primarily in *commutative* rings. If you have a noncommutative ring, abelian group or module, consider using `noncomm_ring`, `abel` or `module` instead.
Try this:
  [apply] ring_nf
  
  The `ring` tactic failed to close the goal. Use `ring_nf` to obtain a normal form.
    
  Note that `ring` works primarily in *commutative* rings. If you have a noncommutative ring, abelian group or module, consider using `noncomm_ring`, `abel` or `module` instead.
Main.lean:30:60: error: unsolved goals
case «0».«0»
W D T s : ℝ
ρ : Matrix (Fin 2) (Fin 2) ℂ
⊢ ↑D * ρ 0 0 * (-1 / 2) + (![↑D * (1 / 2), ↑W] ᵥ* ρ) 0 - ρ 0 1 * ↑W = -(ρ 0 1 * ↑W) + ↑W * ρ 1 0

case «0».«1»
W D T s : ℝ
ρ : Matrix (Fin 2) (Fin 2) ℂ
⊢ Complex.I * ↑D * ρ 0 1 * (-1 / 2) - Complex.I * (![↑D * (1 / 2), ↑W] ᵥ* ρ) 1 + Complex.I * ρ 0 0 * ↑W -
      ρ 0 1 * (↑T)⁻¹ =
    -(Complex.I * ↑D * ρ 0 1) + Complex.I * ρ 0 0 * ↑W - Complex.I * ↑W * ρ 1 1 - ρ 0 1 * (↑T)⁻¹

case «1».«0»
W D T s : ℝ
ρ : Matrix (Fin 2) (Fin 2) ℂ
⊢ Complex.I * ↑D * ρ 1 0 * (1 / 2) - Complex.I * (![↑W, ↑D * (-1 / 2)] ᵥ* ρ) 0 + Complex.I * ρ 1 1 * ↑W -
      ρ 1 0 * (↑T)⁻¹ =
    Complex.I * ↑D * ρ 1 0 + Complex.I * ρ 1 1 * ↑W - Complex.I * ↑W * ρ 0 0 - ρ 1 0 * (↑T)⁻¹

case «1».«1»
W D T s : ℝ
ρ : Matrix (Fin 2) (Fin 2) ℂ
⊢ Complex.I * ↑D * ρ 1 1 * (-1 / 2) - Complex.I * (![↑W, ↑D * (-1 / 2)] ᵥ* ρ) 1 + Complex.I * ρ 1 0 * ↑W -
      ρ 1 1 * (↑s)⁻¹ =
    Complex.I * ρ 1 0 * ↑W - Complex.I * ↑W * ρ 0 1 - ρ 1 1 * (↑s)⁻¹
```

Diagnosis. The four "Try this" messages say that `ring` failed to close the goal, once for each matrix entry; the error then shows what was left. The hint about noncommutative rings does not apply here, since the entries are complex numbers.

Each remaining goal contains a term such as `(![↑D * (1 / 2), ↑W] ᵥ* ρ) 0`, a row of the Hamiltonian times `ρ`, not written out as a sum. Because `simp` unfolded `hamiltonian` in the same call, the left factor of `hamiltonian W D * ρ` became an explicit matrix, and `simp` rewrote the product by rows before `Matrix.mul_apply` could expand it into a sum. To `ring`, such a term is an opaque quantity, so the two sides do not match. In `ρ * hamiltonian W D` the left factor is not an explicit matrix, and that product was expanded as intended.

The repair first uses `simp only` to expand both products into sums while `hamiltonian` is still folded. Only then are the cases split and the entries inserted, leaving `ring` with ordinary complex arithmetic. The added comment only records this order.

After these edits no error is left:

```diff
@@ -30,6 +30,8 @@
          -Complex.I * (W * (ρ 0 1 - ρ 1 0)) - ρ 1 1 / s] := by
   ext i j
-  fin_cases i <;> fin_cases j <;>
-    simp [generator, hamiltonian, relaxation, Matrix.mul_apply, Fin.sum_univ_two] <;> ring
+  -- expand the products before inserting the entries of the Hamiltonian
+  simp only [generator, Matrix.add_apply, Matrix.smul_apply, Matrix.sub_apply,
+    Matrix.mul_apply, Fin.sum_univ_two]
+  fin_cases i <;> fin_cases j <;> simp [hamiltonian, relaxation] <;> ring
 
 end
```
